# For 0 < b < 4, the TPSS ingredient (a − 1)/√(1 + b a(a − 1)) is strictly increasing on a ≥ 0 exactly when b ≤ 2

At each grid point of a density-functional calculation with TPSS exchange, the program forms the iso-orbital indicator a and divides a − 1 by a square root:

q(a) = (a − 1)/√(1 + b a(a − 1)).

This step needs a positive number under the root. It also matters whether q stays bounded when a is large, and whether a larger a always gives a larger q. For a fixed parameter b with 0 < b < 4, the radicand is positive, q tends to 1/√b as a grows, and q increases strictly on a ≥ 0 if and only if b ≤ 2.

The indicator, usually written α, compares kinetic energy densities:

a = (τ − τ_W)/τ_unif.

Here τ = ½ Σ|∇φ_i|² is the kinetic energy density in atomic units, summed over the occupied spin orbitals φ_i, τ_W is the von Weizsäcker value for the same density and gradient, and τ_unif is the value for a spin-unpolarised uniform electron gas of the same density. These formulas are for a spin-unpolarised density; in a spin-polarised system the exchange part is evaluated for each spin separately, with that spin's density and kinetic energy density doubled. A region described by a single real orbital shape has a = 0, and the uniform gas has a = 1.

The parameter b sets the value at which the ingredient saturates for large a. At a = 1 the value of q is 0 and its slope is 1, whatever b is. TPSS uses b = 0.40, which lies in the increasing range.

The letter q needs care. In the functional, the quantity that stands in for the reduced Laplacian of the density is (9/20) q(a) + 2p/3, where p is the squared reduced density gradient. Here q denotes only the a-dependent quotient, without the prefactor and the gradient term.

```lean
import Mathlib

open Filter Topology Set

namespace TPSSIsoOrbital

noncomputable section
```

## The radicand and the quotient

Write D for the expression under the root:

D(a) = 1 + b a(a − 1).

In Lean this is a function of two real numbers, with b first.

```lean
/-- The expression `1 + b a (a - 1)` under the square root of the TPSS ingredient, with `a` the
iso-orbital indicator and `b` the parameter of the functional. -/
def radicand (b a : ℝ) : ℝ := 1 + b * a * (a - 1)
```

The ingredient is then q(a) = (a − 1)/√D(a). With b held fixed, `tpssQ b` is a function of the indicator alone.

```lean
/-- The TPSS ingredient `q(a) = (a - 1) / √(1 + b a (a - 1))`, meant for those `a` and `b` at which
the radicand is positive. -/
def tpssQ (b a : ℝ) : ℝ := (a - 1) / √(radicand b a)
```

Lean assigns a value to this quotient even where D is zero or negative, so the positivity of D has to be established separately for the formula to carry its usual meaning.

In both definitions a is a free real variable. The step from here to a calculation is that the indicator computed from orbitals is a real number with a ≥ 0, which is the inequality τ ≥ τ_W. That inequality is a property of the orbitals and is taken from outside this development.

## Positivity for 0 ≤ b < 4

Completing the square gives

D(a) = (1 − b/4) + b(a − 1/2)².

For 0 ≤ b < 4 the first term is positive and the second is non-negative. Hence D(a) > 0 at every real a.

```lean
/-- For `0 ≤ b < 4` the radicand is positive at every real `a`. -/
theorem radicand_pos {b : ℝ} (hb : 0 ≤ b) (hb4 : b < 4) (a : ℝ) : 0 < radicand b a := by
  unfold radicand
  nlinarith [mul_nonneg hb (sq_nonneg (a - 1 / 2))]
```

The proof hands the inequality b(a − 1/2)² ≥ 0 to `nlinarith`, which supplies the remaining arithmetic. Because a is unrestricted, a slightly negative indicator produced by rounding does not endanger the root either.

The range of b is also necessary if D is to be positive on all of a ≥ 0. At a = 1/2,

D(1/2) = 1 − b/4,

so positivity there forces b < 4. If b were negative, put c = 1/b, which is negative too. The point a = 1 − c is then larger than 1, and with bc = 1,

D(1 − c) = 1 − bc(1 − c) = 1 − (1 − c) = c < 0.

So b must be at least 0.

```lean
/-- The radicand is positive for all `a ≥ 0` exactly when `0 ≤ b < 4`. -/
theorem radicand_pos_iff (b : ℝ) :
    (∀ a, 0 ≤ a → 0 < radicand b a) ↔ 0 ≤ b ∧ b < 4 := by
  refine ⟨fun h => ⟨?_, ?_⟩, fun h a _ => radicand_pos h.1 h.2 a⟩
  · -- for negative `b` the radicand equals `1 / b` at `a = 1 - 1 / b`
    by_contra hb
    have hneg : b < 0 := not_le.1 hb
    have hc : 1 / b < 0 := one_div_neg.2 hneg
    have h1 : b * (1 / b) = 1 := mul_one_div_cancel hneg.ne
    have h2 := h (1 - 1 / b) (by linarith)
    unfold radicand at h2
    generalize 1 / b = c at hc h1 h2
    have h3 : 1 + b * (1 - c) * (1 - c - 1) = c := by
      linear_combination (c - 1) * h1
    linarith
  · -- at `a = 1 / 2` the radicand equals `1 - b / 4`
    have h2 := h (1 / 2) (by norm_num)
    unfold radicand at h2
    linarith
```

The two bullets in the proof are these two test points, with the negative case first. The converse direction is the preceding theorem.

## The slope

The radicand has derivative D′(a) = b(2a − 1). The quotient rule gives

q′(a) = [√D − (a − 1) b(2a − 1)/(2√D)]/D.

Multiplying numerator and denominator by √D turns the numerator into

D − b(a − 1)(2a − 1)/2
= 1 + b(a − 1)[a − (2a − 1)/2]
= 1 + b(a − 1)/2.

Therefore

q′(a) = (1 + b(a − 1)/2)/D^(3/2).

```lean
/-- For `0 ≤ b < 4` the slope of the ingredient is `(1 + b (a - 1) / 2) / D^(3/2)`, where `D` is
the radicand. -/
theorem hasDerivAt_tpssQ {b : ℝ} (hb : 0 ≤ b) (hb4 : b < 4) (a : ℝ) :
    HasDerivAt (tpssQ b) ((1 + b * (a - 1) / 2) / √(radicand b a) ^ 3) a := by
  have hpos := radicand_pos hb hb4 a
  have hs0 : √(radicand b a) ≠ 0 := (Real.sqrt_pos.2 hpos).ne'
  have hsq : √(radicand b a) ^ 2 = 1 + b * a * (a - 1) := Real.sq_sqrt hpos.le
  have hn : HasDerivAt (fun x : ℝ => x - 1) 1 a := (hasDerivAt_id' a).sub_const 1
  have hD : HasDerivAt (radicand b) (b * (2 * a - 1)) a := by
    have h := (((hasDerivAt_id' a).const_mul b).fun_mul hn).const_add 1
    exact h.congr_deriv (by ring)
  -- quotient rule, then simplification with `√D ^ 2 = D`
  refine (hn.fun_div (hD.sqrt hpos.ne') hs0).congr_deriv ?_
  generalize √(radicand b a) = s at hs0 hsq
  have hi : s * s⁻¹ = 1 := mul_inv_cancel₀ hs0
  have key : 1 * s - (a - 1) * (b * (2 * a - 1) / (2 * s)) = (1 + b * (a - 1) / 2) / s := by
    rw [eq_div_iff hs0]
    linear_combination hsq - (a - 1) * b * (2 * a - 1) / 2 * hi
  rw [key]
  ring
```

`HasDerivAt` states that the derivative exists at a and has the given value. The power D^(3/2) appears as the cube of √D. In the proof, `hn` and `hD` are the derivatives of a − 1 and of D, and `key` is the simplification of the numerator. There √D is replaced by a letter s, and only s² = D and s s⁻¹ = 1 are used.

## Where the ingredient turns

For b > 0 the numerator of the slope can be written as

1 + b(a − 1)/2 = (b/2)[a − (1 − 2/b)].

The denominator is positive, so the sign of q′ is the sign of a − t, where

t = 1 − 2/b.

The ingredient falls strictly up to t and rises strictly from t onwards.

```lean
/-- For `0 < b < 4` the ingredient strictly decreases up to `a = 1 - 2 / b` and strictly increases
from there on. -/
theorem tpssQ_turning {b : ℝ} (hb : 0 < b) (hb4 : b < 4) :
    StrictAntiOn (tpssQ b) (Iic (1 - 2 / b)) ∧ StrictMonoOn (tpssQ b) (Ici (1 - 2 / b)) := by
  have h2 : b * (2 / b) = 2 := mul_div_cancel₀ 2 hb.ne'
  have hd := hasDerivAt_tpssQ hb.le hb4
  have hs : ∀ x, 0 < √(radicand b x) ^ 3 := fun x =>
    pow_pos (Real.sqrt_pos.2 (radicand_pos hb.le hb4 x)) 3
  constructor
  · refine strictAntiOn_of_deriv_neg (convex_Iic _)
      (fun x _ => (hd x).continuousAt.continuousWithinAt) fun x hx => ?_
    rw [interior_Iic, mem_Iio] at hx
    rw [(hd x).deriv]
    exact div_neg_of_neg_of_pos (by nlinarith [mul_pos hb (sub_pos.2 hx)]) (hs x)
  · refine strictMonoOn_of_deriv_pos (convex_Ici _)
      (fun x _ => (hd x).continuousAt.continuousWithinAt) fun x hx => ?_
    rw [interior_Ici, mem_Ioi] at hx
    rw [(hd x).deriv]
    exact div_pos (by nlinarith [mul_pos hb (sub_pos.2 hx)]) (hs x)
```

`Iic (1 - 2 / b)` is the set of all a ≤ t, and `Ici (1 - 2 / b)` is the set of all a ≥ t. Both include the turning point, where the slope vanishes. This is allowed because the monotonicity lemmas ask for continuity on the whole half-line and a definite sign of the derivative only in its interior. The proof obtains both from the slope formula.

## Saturation at large a

For a > 0 put u = 1/a. Then

a − 1 = a(1 − u),
D(a) = a²[u² + b(1 − u)].

Since a is positive, √(a²) = a, and this factor cancels:

q(a) = (1 − u)/√(u² + b(1 − u)).

As a grows, u tends to 0. The right-hand side is continuous at u = 0 when b > 0, and its value there is 1/√b.

```lean
/-- For `b > 0` the ingredient tends to `1 / √b` as the indicator `a` grows. -/
theorem tendsto_tpssQ {b : ℝ} (hb : 0 < b) :
    Tendsto (tpssQ b) atTop (𝓝 (1 / √b)) := by
  -- in the variable `u = 1 / a` the limit is continuity at `u = 0`
  have hc : ContinuousAt (fun u : ℝ => (1 - u) / √(u ^ 2 + b * (1 - u))) 0 :=
    ContinuousAt.div (by fun_prop) (by fun_prop) (Real.sqrt_pos.2 (by linarith)).ne'
  have h : Tendsto (fun a : ℝ => (1 - a⁻¹) / √(a⁻¹ ^ 2 + b * (1 - a⁻¹))) atTop
      (𝓝 (1 / √b)) := by
    have e : (1 - 0 : ℝ) / √(0 ^ 2 + b * (1 - 0)) = 1 / √b := by norm_num
    rw [← e]
    exact hc.tendsto.comp tendsto_inv_atTop_zero
  refine h.congr' ?_
  filter_upwards [eventually_gt_atTop (0 : ℝ)] with a ha
  have hi : a * a⁻¹ = 1 := mul_inv_cancel₀ ha.ne'
  have hr : radicand b a = a ^ 2 * (a⁻¹ ^ 2 + b * (1 - a⁻¹)) := by
    unfold radicand
    linear_combination (b * a - 1 - a * a⁻¹) * hi
  have hn : a - 1 = a * (1 - a⁻¹) := by linear_combination hi
  unfold tpssQ
  rw [hr, hn, Real.sqrt_mul (sq_nonneg a), Real.sqrt_sq ha.le, mul_div_mul_left _ _ ha.ne']
```

`Tendsto (tpssQ b) atTop (𝓝 (1 / √b))` is the limit of q(a) as a → +∞. In the proof, `hc` is the continuity at u = 0 and `h` carries it over to u = 1/a. The closing lines check that the two forms of q agree for a > 0, which is enough for a limit at infinity. The condition b < 4 is absent because only large a matters, and there D is positive for every b > 0.

For b = 0.40 the limit is about 1.58.

## The threshold b = 2

The turning point decides whether q increases over the whole physical range a ≥ 0.

If b ≤ 2, then t = 1 − 2/b ≤ 0. The half-line a ≥ 0 lies inside the half-line a ≥ t, on which q increases strictly. At b = 2 the turning point sits exactly at a = 0; the slope vanishes there, but q is still strictly increasing.

If b > 2, then t > 0, and q falls strictly between 0 and t:

q(0) > q(t).

This contradicts strict increase on a ≥ 0.

```lean
/-- For `0 < b < 4` the TPSS ingredient has a positive radicand at every `a ≥ 0` and tends to
`1 / √b` as `a` grows; it is strictly increasing on `a ≥ 0` if and only if `b ≤ 2`. -/
theorem tpssQ_main {b : ℝ} (hb : 0 < b) (hb4 : b < 4) :
    (∀ a, 0 ≤ a → 0 < radicand b a) ∧ Tendsto (tpssQ b) atTop (𝓝 (1 / √b)) ∧
      (StrictMonoOn (tpssQ b) (Ici 0) ↔ b ≤ 2) := by
  obtain ⟨hanti, hmono⟩ := tpssQ_turning hb hb4
  refine ⟨fun a _ => radicand_pos hb.le hb4 a, tendsto_tpssQ hb, fun h => ?_, fun h => ?_⟩
  · -- for `b > 2` the turning point lies at positive `a`
    by_contra hlt
    have ht : 0 < 1 - 2 / b := sub_pos.2 ((div_lt_one hb).2 (not_le.1 hlt))
    have h1 := h (mem_Ici.2 le_rfl) (mem_Ici.2 ht.le) ht
    have h2 := hanti (mem_Iic.2 ht.le) (mem_Iic.2 le_rfl) ht
    exact lt_asymm h1 h2
  · have ht : 1 - 2 / b ≤ 0 := sub_nonpos.2 ((one_le_div hb).2 h)
    exact hmono.mono (Ici_subset_Ici.2 ht)
```

The theorem takes a real b with 0 < b < 4 and makes three statements: the radicand is positive at every a ≥ 0; q tends to 1/√b; and `StrictMonoOn (tpssQ b) (Ici 0)`, strict increase on a ≥ 0, is equivalent to b ≤ 2. The first two are taken from the earlier results. For the equivalence, the proof compares q(0) with q(t) in one direction and restricts the increasing half-line in the other.

In exact arithmetic, this means that with 0 < b ≤ 2 the ingredient never assigns the same value to two different indicators a ≥ 0, while for 2 < b < 4 some pairs of small indicators share a value. In floating-point arithmetic, two different large indicators can still round to the same value of q, because q saturates. The statement concerns this one-variable ingredient at fixed b. It does not settle how the complete exchange enhancement factor depends on a, since that factor combines the ingredient with other terms.

## The limit as a strict upper bound

The value 1/√b is never reached. For a ≤ 1 the ingredient is at most 0, hence below 1/√b. For a ≥ 1 both sides of

(a − 1)√b < √D(a)

are non-negative, so the inequality may be squared. It becomes

b(a − 1)² < 1 + b a(a − 1),

and subtracting the left-hand side leaves

0 < 1 + b(a − 1),

which is true.

```lean
/-- For `0 < b < 4` the ingredient stays strictly below `1 / √b` at every `a`. -/
theorem tpssQ_lt {b : ℝ} (hb : 0 < b) (hb4 : b < 4) (a : ℝ) : tpssQ b a < 1 / √b := by
  have hs := Real.sqrt_pos.2 (radicand_pos hb.le hb4 a)
  have hsb := Real.sqrt_pos.2 hb
  unfold tpssQ
  rw [div_lt_div_iff₀ hs hsb, one_mul]
  rcases le_total a 1 with ha | ha
  · exact (mul_nonpos_of_nonpos_of_nonneg (sub_nonpos.2 ha) hsb.le).trans_lt hs
  · rw [Real.lt_sqrt (mul_nonneg (sub_nonneg.2 ha) hsb.le), mul_pow, Real.sq_sqrt hb.le]
    unfold radicand
    nlinarith [mul_nonneg hb.le (sub_nonneg.2 ha)]
```

The proof clears the positive denominators, splits at a = 1, and squares in the second case with `Real.lt_sqrt`. The bound holds for every real a. Together with the limit, it identifies 1/√b as the supremum of q on a ≥ 0, approached but not attained.

## The depth of the minimum

For 2 ≤ b < 4 the turning point t = 1 − 2/b is non-negative, so the minimum of q lies in the physical range. The radicand there is

D(t) = 1 + b(1 − 2/b)(−2/b)
= 4/b − 1
= b(4 − b)/b².

Since t − 1 = −2/b, the factor 1/b cancels between numerator and root:

q(t) = (−2/b)/(√(b(4 − b))/b) = −2/√(b(4 − b)).

Because q falls up to t and rises afterwards, no other a ≥ 0 gives a smaller value.

```lean
/-- For `2 ≤ b < 4` the least value of the ingredient on `a ≥ 0` is `-2 / √(b (4 - b))`. -/
theorem tpssQ_isLeast {b : ℝ} (hb2 : 2 ≤ b) (hb4 : b < 4) :
    IsLeast (tpssQ b '' Ici 0) (-2 / √(b * (4 - b))) := by
  have hb : 0 < b := by linarith
  have h2 : b * (2 / b) = 2 := mul_div_cancel₀ 2 hb.ne'
  obtain ⟨hanti, hmono⟩ := tpssQ_turning hb hb4
  -- the value at the turning point
  have hr : radicand b (1 - 2 / b) = b * (4 - b) / b ^ 2 := by
    unfold radicand
    rw [eq_div_iff (pow_pos hb 2).ne']
    generalize 2 / b = c at h2 ⊢
    linear_combination (b * (b * c + 2) - b ^ 2) * h2
  have hn : (1 - 2 / b - 1) * b = -2 := by linear_combination -h2
  have hv : tpssQ b (1 - 2 / b) = -2 / √(b * (4 - b)) := by
    unfold tpssQ
    rw [hr, Real.sqrt_div (mul_nonneg hb.le (by linarith)), Real.sqrt_sq hb.le,
      div_div_eq_mul_div, hn]
  rw [← hv]
  refine ⟨⟨1 - 2 / b, mem_Ici.2 (sub_nonneg.2 ((div_le_one hb).2 hb2)), rfl⟩, ?_⟩
  rintro _ ⟨a, _, rfl⟩
  rcases le_total a (1 - 2 / b) with ha | ha
  · exact hanti.antitoneOn (mem_Iic.2 ha) (mem_Iic.2 le_rfl) ha
  · exact hmono.monotoneOn (mem_Ici.2 le_rfl) (mem_Ici.2 ha) ha

end

end TPSSIsoOrbital
```

`tpssQ b '' Ici 0` is the set of values that q takes on a ≥ 0. `IsLeast` says that the stated number belongs to this set and is a lower bound for it. In the proof, `hr` is the radicand at t and `hv` the value of q there. The final case split compares an arbitrary a with t from either side.

At b = 2 the least value is −1, which is q(0). At b = 3 the minimum lies at a = 1/3 and equals −2/√3, about −1.155, so q first drops from −1 before it rises. As b approaches 4 from below, the factor 4 − b tends to zero and the minimum becomes arbitrarily deep.

```lean
#print axioms TPSSIsoOrbital.radicand_pos_iff
#print axioms TPSSIsoOrbital.tpssQ_main
#print axioms TPSSIsoOrbital.tpssQ_lt
#print axioms TPSSIsoOrbital.tpssQ_isLeast
```

```
'TPSSIsoOrbital.radicand_pos_iff' depends on axioms: [propext, Classical.choice, Quot.sound]
'TPSSIsoOrbital.tpssQ_main' depends on axioms: [propext, Classical.choice, Quot.sound]
'TPSSIsoOrbital.tpssQ_lt' depends on axioms: [propext, Classical.choice, Quot.sound]
'TPSSIsoOrbital.tpssQ_isLeast' depends on axioms: [propext, Classical.choice, Quot.sound]
```
